# The polynomial kernel $p(S^{-1}H)S^{-1}$ is Hermitian for Hermitian $H$, positive definite $S$ and real $p$

Let a finite set $n$ label basis functions $\chi_i$. Their overlap matrix is $S_{ij}=\langle\chi_i|\chi_j\rangle$, and $H_{ij}=\langle\chi_i|\hat h|\chi_j\rangle$ represents a one-electron Hamiltonian $\hat h$. In Lean both have type `Matrix n n ℂ`, and the conjugate transpose $\dagger$ is written `ᴴ`.

```lean
import Mathlib

open Matrix Polynomial
open scoped ComplexOrder

namespace FermiOperatorExpansion

noncomputable section

variable {n : Type*} [Fintype n] [DecidableEq n]
```

For a polynomial $p$ with real coefficients, the kernel is

$$K=p(S^{-1}H)\,S^{-1}.$$

The expression `aeval (S⁻¹ * H) p` substitutes the matrix into the polynomial, so the constant term multiplies the identity. When $p$ is close to the Fermi function at the eigenvalues of $S^{-1}H$, $K$ approximates the density matrix of non-interacting electrons in this finite basis, in the sense that the density operator is approximately $\sum_{ij}|\chi_i\rangle K_{ij}\langle\chi_j|$. The theorems concern a given $p$: they contain no error bound for that approximation and say nothing about sparsity or cost.

```lean
/-- The polynomial Fermi-operator kernel `p(S⁻¹H) S⁻¹` in a non-orthogonal basis with
invertible overlap matrix `S`. -/
def kernel (S H : Matrix n n ℂ) (p : ℝ[X]) : Matrix n n ℂ :=
  aeval (S⁻¹ * H) p * S⁻¹
```

Orbitals are the columns of a square matrix $C$, with real energies $\varepsilon_i$ and $E=\mathrm{diag}(\varepsilon_i)$. They satisfy

$$HC=SCE,\qquad C^\dagger SC=1.$$

These are the two fields of `IsOrbitalBasis`. Since `ε` and the columns of `C` share the index type `n`, there are as many orbitals as basis functions. The notation $p(E)$ means $\mathrm{diag}(p(\varepsilon_i))$.

```lean
/-- The columns of `C` are orbitals with real energies `ε`: they solve the generalized
eigenvalue equation `HC = SCE` and are orthonormal with respect to the overlap `S`. -/
structure IsOrbitalBasis (S H C : Matrix n n ℂ) (ε : n → ℝ) : Prop where
  eigen : H * C = S * C * diagonal (fun i => (ε i : ℂ))
  orthonormal : Cᴴ * S * C = 1
```

## Positive definite overlap: linearly independent basis functions

The number $v^\dagger Sv$ is the squared norm of $\sum_i v_i\chi_i$. Requiring it to be positive for every $v\neq0$ says that the basis functions are linearly independent.

Suppose $S^{-1}Hv=\mu v$ with $v\ne0$. Multiplying by $S$ and then by $v^\dagger$ gives

$$Hv=\mu Sv,\qquad v^\dagger Hv=\mu\,v^\dagger Sv.$$

The left side of the second equation is real because $H$ is Hermitian, and $v^\dagger Sv$ is real and positive. Hence $\mu$ is real.

The theorem `eigenvalue_real` states the conclusion as `μ.im = 0`. In its proof, `hgen` is the equation $Hv=\mu Sv$ and `him` says that $v^\dagger Hv$ has no imaginary part. Positivity enters through `hS.dotProduct_mulVec_pos`. Taking imaginary parts leaves $(\operatorname{Im}\mu)\,v^\dagger Sv=0$, and the second factor is nonzero.

For real eigenvalues an invertible Hermitian $S$ is not enough, although it does suffice for $K^\dagger=K$, because each term $(S^{-1}H)^kS^{-1}$ is then Hermitian. For $S=\mathrm{diag}(1,-1)$ and $H=\begin{pmatrix}0&1\\1&0\end{pmatrix}$, the eigenvalues of $S^{-1}H$ are $\pm i$. If the basis is linearly dependent, $S$ is singular and the kernel loses its meaning; Lean then sets `S⁻¹` to zero, a case that the hypotheses of the theorems exclude.

```lean
/-- For a positive definite overlap `S` and a Hermitian `H`, every eigenvalue of `S⁻¹H`
is real. -/
theorem eigenvalue_real {S H : Matrix n n ℂ} (hS : S.PosDef) (hH : H.IsHermitian)
    {v : n → ℂ} (hv : v ≠ 0) {μ : ℂ} (h : (S⁻¹ * H) *ᵥ v = μ • v) : μ.im = 0 := by
  have hdet : IsUnit S.det := (Matrix.isUnit_iff_isUnit_det S).mp hS.isUnit
  -- return to the generalized eigenvalue equation
  have hgen : H *ᵥ v = μ • (S *ᵥ v) := by
    rw [← Matrix.mulVec_smul, ← h, Matrix.mulVec_mulVec, ← mul_assoc,
      Matrix.mul_nonsing_inv S hdet, one_mul]
  -- the energy expectation value is real, the norm is positive
  have hb : star (star v ⬝ᵥ H *ᵥ v) = star v ⬝ᵥ H *ᵥ v := by
    have h1 := Matrix.star_dotProduct v (H *ᵥ v)
    rw [Matrix.star_mulVec, hH.eq, ← Matrix.dotProduct_mulVec] at h1
    exact h1.symm
  have him : (star v ⬝ᵥ H *ᵥ v).im = 0 := Complex.conj_eq_iff_im.mp hb
  obtain ⟨ha, ha'⟩ := Complex.lt_def.mp (hS.dotProduct_mulVec_pos hv)
  rw [Complex.zero_re] at ha
  rw [Complex.zero_im] at ha'
  rw [hgen, dotProduct_smul, smul_eq_mul, Complex.mul_im, ← ha', mul_zero, zero_add] at him
  exact (mul_eq_zero.mp him).resolve_right ha.ne'
```

## Hermitian Hamiltonian: real energies and a complete set of orbitals

Hermiticity of $H$ means that energy expectation values are real. It was used above for $v^\dagger Hv$, and it also ensures that the orbitals exist.

First diagonalise the overlap: $SU=U\,\mathrm{diag}(d_i)$ with $U^\dagger U=1$ and, by positive definiteness, $d_i>0$. Set $L=U\,\mathrm{diag}(d_i^{-1/2})$. Then

$$L^\dagger SL=\mathrm{diag}(d_i^{-1/2}\,d_i\,d_i^{-1/2})=1.$$

The matrix $L^\dagger HL$ is Hermitian, so there are a unitary $V$ and real $\varepsilon_i$ with $L^\dagger HLV=VE$. Put $C=LV$. Orthonormality follows from $C^\dagger SC=V^\dagger L^\dagger SLV=V^\dagger V=1$. Since the matrices are square, $L^\dagger(SL)=1$ also gives $SLL^\dagger=1$, and therefore

$$HC=SLL^\dagger HLV=SLVE=SCE.$$

Without Hermiticity this fails even for one basis function. With $S=(1)$ and $H=(i)$ the only eigenvalue is $i$, and for $p(x)=x$ the kernel is $H$ itself, which is not Hermitian.

The lemma `mul_eigenvectors` puts Mathlib's spectral theorem into the matrix form $AU=U\,\mathrm{diag}$, where the columns of $U$ are the eigenvectors of $A$.

```lean
/-- The eigenvectors of a Hermitian matrix, collected as columns, diagonalize it. -/
theorem mul_eigenvectors {A : Matrix n n ℂ} (hA : A.IsHermitian) :
    A * (hA.eigenvectorUnitary : Matrix n n ℂ) =
      (hA.eigenvectorUnitary : Matrix n n ℂ) *
        diagonal (fun i => (hA.eigenvalues i : ℂ)) := by
  ext i j
  have h := congrFun (hA.mulVec_eigenvectorBasis j) i
  rw [Pi.smul_apply, Complex.real_smul] at h
  rw [Matrix.mul_diagonal, mul_comm]
  exact h
```

The existence proof applies that lemma twice, first to $S$ and then to $L^\dagger HL$. The matrix `W` is $\mathrm{diag}(d_i^{-1/2})$, `key` is the scalar identity behind $L^\dagger SL=1$, and `hLL` is $SLL^\dagger=1$.

```lean
/-- For a positive definite overlap `S` and a Hermitian `H`, a complete set of
`S`-orthonormal orbitals with real energies exists. -/
theorem exists_orbitalBasis {S H : Matrix n n ℂ} (hS : S.PosDef) (hH : H.IsHermitian) :
    ∃ (C : Matrix n n ℂ) (ε : n → ℝ), IsOrbitalBasis S H C ε := by
  have key : ∀ s d : ℝ, 0 < s → s * s = d → s⁻¹ * d * s⁻¹ = 1 := by
    rintro s _ hs rfl
    field_simp
  -- orthogonalize the basis: eigenvectors of S, rescaled
  obtain ⟨L, hL⟩ : ∃ L : Matrix n n ℂ, Lᴴ * S * L = 1 := by
    obtain ⟨U, d, hd, hU, hSU⟩ : ∃ (U : Matrix n n ℂ) (d : n → ℝ), (∀ i, 0 < d i) ∧
        Uᴴ * U = 1 ∧ S * U = U * diagonal (fun i => (d i : ℂ)) :=
      ⟨_, _, hS.eigenvalues_pos,
        Matrix.mem_unitaryGroup_iff'.mp hS.isHermitian.eigenvectorUnitary.2,
        mul_eigenvectors hS.isHermitian⟩
    let W : Matrix n n ℂ := diagonal (fun i => (((√(d i))⁻¹ : ℝ) : ℂ))
    refine ⟨U * W, ?_⟩
    calc (U * W)ᴴ * S * (U * W) = Wᴴ * (Uᴴ * (S * U)) * W := by
          simp only [Matrix.conjTranspose_mul, mul_assoc]
      _ = Wᴴ * diagonal (fun i => (d i : ℂ)) * W := by
          rw [hSU, ← mul_assoc Uᴴ, hU, one_mul]
      _ = 1 := by
          simp only [W]
          rw [Matrix.diagonal_conjTranspose, Matrix.diagonal_mul_diagonal,
            Matrix.diagonal_mul_diagonal, ← Matrix.diagonal_one]
          congr 1
          funext i
          have hr := key _ _ (Real.sqrt_pos.mpr (hd i)) (Real.mul_self_sqrt (hd i).le)
          simp only [Pi.star_apply, Complex.star_def, Complex.conj_ofReal]
          exact_mod_cast hr
  -- diagonalize the Hamiltonian in the orthogonalized basis
  have hK : (Lᴴ * H * L).IsHermitian := Matrix.isHermitian_conjTranspose_mul_mul L hH
  obtain ⟨V, ε, hV, hHV⟩ : ∃ (V : Matrix n n ℂ) (ε : n → ℝ),
      Vᴴ * V = 1 ∧ Lᴴ * H * L * V = V * diagonal (fun i => (ε i : ℂ)) :=
    ⟨_, _, Matrix.mem_unitaryGroup_iff'.mp hK.eigenvectorUnitary.2, mul_eigenvectors hK⟩
  have hLL : S * L * Lᴴ = 1 := mul_eq_one_comm.mp (by rw [← mul_assoc, hL])
  refine ⟨L * V, ε, ?_, ?_⟩
  · calc H * (L * V) = S * L * Lᴴ * (H * (L * V)) := by rw [hLL, one_mul]
      _ = S * L * (Lᴴ * H * L * V) := by simp only [mul_assoc]
      _ = S * (L * V) * diagonal (fun i => (ε i : ℂ)) := by
          rw [hHV]; simp only [mul_assoc]
  · calc (L * V)ᴴ * S * (L * V) = Vᴴ * (Lᴴ * S * L) * V := by
          simp only [Matrix.conjTranspose_mul, mul_assoc]
      _ = 1 := by rw [hL, mul_one, hV]
```

## The eigenvalue equation: each orbital has one energy

The relation $HC=SCE$ says that every nonzero column of $C$ represents, up to normalisation, a stationary state within the finite basis. With $A=S^{-1}H$ it becomes $AC=CE$, and this form passes to powers. The case $k=0$ is trivial, and

$$A^{k+1}C=A^k(AC)=(A^kC)E=CE^kE=CE^{k+1}.$$

Multiplying by real coefficients and adding gives $p(A)C=C\,p(E)$.

The lemma `aeval_mul_eigenvectors` follows the same route. `Polynomial.induction_on'` reduces the claim to sums and monomials, and an inner induction on `k` handles the powers. It assumes only $AC=CE$, so $C$ need not be invertible here.

If the orbitals are merely orthonormal and not eigenstates, the choice $p(x)=x$ gives $K=S^{-1}HS^{-1}=C(C^\dagger HC)C^\dagger$, whose middle factor is then not diagonal.

```lean
/-- If the columns of `C` are eigenvectors of `A` with real eigenvalues `ε`, then a real
polynomial `p(A)` acts on them by multiplication with the numbers `p(ε i)`. -/
theorem aeval_mul_eigenvectors {A C : Matrix n n ℂ} {ε : n → ℝ}
    (h : A * C = C * diagonal (fun i => (ε i : ℂ))) (p : ℝ[X]) :
    aeval A p * C = C * diagonal (fun i => ((p.eval (ε i) : ℝ) : ℂ)) := by
  induction p using Polynomial.induction_on' with
  | add p q hp hq =>
    rw [map_add, add_mul, hp, hq, ← mul_add, Matrix.diagonal_add]
    simp only [Polynomial.eval_add, Complex.ofReal_add]
  | monomial k a =>
    have hk : A ^ k * C = C * diagonal (fun i => (ε i : ℂ) ^ k) := by
      induction k with
      | zero => simp
      | succ k ih =>
        rw [pow_succ, mul_assoc, h, ← mul_assoc, ih, mul_assoc,
          Matrix.diagonal_mul_diagonal]
        simp only [pow_succ]
    rw [Polynomial.aeval_monomial, Algebra.algebraMap_eq_smul_one, smul_mul_assoc,
      one_mul, smul_mul_assoc, hk]
    ext i j
    rw [Matrix.smul_apply, Matrix.mul_diagonal, Matrix.mul_diagonal, Complex.real_smul,
      Polynomial.eval_monomial]
    push_cast
    ring
```

## Orthonormality: the orbitals resolve the inverse overlap

The relation $C^\dagger SC=1$ normalises the orbitals in the metric of the overlapping basis. Because $C$ is square, the left inverse in $C^\dagger(SC)=1$ is also a right inverse:

$$SCC^\dagger=1,\qquad S^{-1}=CC^\dagger.$$

This first turns the generalised equation into the ordinary one, $AC=CC^\dagger SCE=CE$. It then gives the kernel formula,

$$K=p(A)S^{-1}=p(A)CC^\dagger=C\,p(E)\,C^\dagger.$$

In the proof of `kernel_eq` these steps are `hSC`, `hinv`, `hA` and the final `calc`.

Doubling $C$ preserves $HC=SCE$ but multiplies $C\,p(E)\,C^\dagger$ by four, while $K$ stays the same, so the normalisation matters. So does completeness: with a column missing, $CC^\dagger$ has too low a rank to be $S^{-1}$.

The theorem lists neither positivity of $S$ nor Hermiticity of $H$, yet it covers no additional physical cases. The orbital relations give $S=(CC^\dagger)^{-1}$ and $H=SCEC^\dagger S$, which are positive definite and Hermitian respectively.

```lean
/-- For `S`-orthonormal orbitals `C` with real energies `ε`, the polynomial kernel
`p(S⁻¹H) S⁻¹` equals `C p(E) C†`. -/
theorem kernel_eq {S H C : Matrix n n ℂ} {ε : n → ℝ} (h : IsOrbitalBasis S H C ε)
    (p : ℝ[X]) :
    kernel S H p = C * diagonal (fun i => ((p.eval (ε i) : ℝ) : ℂ)) * Cᴴ := by
  -- completeness of the orbitals: S⁻¹ = C C†
  have hSC : S * C * Cᴴ = 1 := mul_eq_one_comm.mp (by rw [← mul_assoc, h.orthonormal])
  have hinv : S⁻¹ = C * Cᴴ := Matrix.inv_eq_right_inv (by rw [← mul_assoc, hSC])
  have hA : S⁻¹ * H * C = C * diagonal (fun i => (ε i : ℂ)) := by
    calc S⁻¹ * H * C = C * (Cᴴ * S * C) * diagonal (fun i => (ε i : ℂ)) := by
          rw [mul_assoc, h.eigen, hinv]; simp only [mul_assoc]
      _ = _ := by rw [h.orthonormal, mul_one]
  calc kernel S H p = aeval (S⁻¹ * H) p * (C * Cᴴ) := by rw [kernel, ← hinv]
    _ = _ := by rw [← mul_assoc, aeval_mul_eigenvectors hA]
```

## Real coefficients: real occupations

The number $p(\varepsilon_i)$ plays the part of an occupation, which should be real. Real coefficients and real energies ensure this, so $p(E)^\dagger=p(E)$ and

$$K^\dagger=C\,p(E)^\dagger C^\dagger=K.$$

In Lean the assumption sits in the type `p : ℝ[X]`. The statement of `kernel_isHermitian` mentions no orbitals; its proof obtains them from `exists_orbitalBasis`, rewrites with `kernel_eq`, and checks that the diagonal factor is Hermitian.

With complex coefficients the conclusion can fail: the constant polynomial $i$ would give $K=iS^{-1}$, whose adjoint is $-K$ for positive definite $S$.

```lean
/-- For a positive definite overlap `S` and a Hermitian `H`, the kernel `p(S⁻¹H) S⁻¹` is
Hermitian for every real polynomial `p`. -/
theorem kernel_isHermitian {S H : Matrix n n ℂ} (hS : S.PosDef) (hH : H.IsHermitian)
    (p : ℝ[X]) : (kernel S H p).IsHermitian := by
  obtain ⟨C, ε, h⟩ := exists_orbitalBasis hS hH
  rw [kernel_eq h]
  apply Matrix.isHermitian_mul_mul_conjTranspose
  change _ᴴ = _
  rw [Matrix.diagonal_conjTranspose]
  congr 1
  funext i
  simp
```

## Both orbital relations: electron count and idempotency

Together the two relations tie the occupations to quantities computed from $K$ and $S$ alone. By cyclicity of the trace,

$$\operatorname{tr}(KS)=\operatorname{tr}\!\big(p(E)\,C^\dagger SC\big)=\sum_i p(\varepsilon_i).$$

This is the electron number if $p(\varepsilon_i)$ is the occupation of a spin orbital. Without orthonormality the link disappears, since $C=0$ solves $HC=SCE$ for any list of energies.

```lean
/-- For `S`-orthonormal orbitals with real energies `ε`, the trace of the kernel times the
overlap is the sum of the occupations `p(ε i)`. -/
theorem trace_kernel_mul_overlap {S H C : Matrix n n ℂ} {ε : n → ℝ}
    (h : IsOrbitalBasis S H C ε) (p : ℝ[X]) :
    (kernel S H p * S).trace = ∑ i, ((p.eval (ε i) : ℝ) : ℂ) := by
  rw [kernel_eq h, mul_assoc, mul_assoc, Matrix.trace_mul_comm, mul_assoc,
    h.orthonormal, mul_one, Matrix.trace_diagonal]
```

Inserting the kernel formula twice gives

$$KSK=C\,p(E)\,(C^\dagger SC)\,p(E)\,C^\dagger=C\,p(E)^2C^\dagger.$$

If $KSK=K$, multiplying by $C^\dagger S$ on the left and $SC$ on the right yields $p(E)^2=p(E)$. Each $p(\varepsilon_i)$ then solves $x^2=x$ and is 0 or 1. Conversely, if all of them are 0 or 1, then $p(E)^2=p(E)$ and $KSK=K$. Idempotency thus distinguishes entirely filled or empty orbitals from fractional occupations.

In Lean, `hsq` is the formula for $KSK$, and `hmid` is the two-sided multiplication that recovers the middle factor.

```lean
/-- For `S`-orthonormal orbitals with real energies `ε`, the kernel `K` obeys the
idempotency condition `KSK = K` exactly when every occupation `p(ε i)` is 0 or 1. -/
theorem kernel_idempotent_iff {S H C : Matrix n n ℂ} {ε : n → ℝ}
    (h : IsOrbitalBasis S H C ε) (p : ℝ[X]) :
    kernel S H p * S * kernel S H p = kernel S H p ↔
      ∀ i, p.eval (ε i) = 0 ∨ p.eval (ε i) = 1 := by
  rw [kernel_eq h]
  let D : Matrix n n ℂ := diagonal (fun i => ((p.eval (ε i) : ℝ) : ℂ))
  change C * D * Cᴴ * S * (C * D * Cᴴ) = C * D * Cᴴ ↔ _
  have hsq : C * D * Cᴴ * S * (C * D * Cᴴ) = C * (D * D) * Cᴴ := by
    calc _ = C * D * (Cᴴ * S * C) * D * Cᴴ := by simp only [mul_assoc]
      _ = _ := by rw [h.orthonormal, mul_one]; simp only [mul_assoc]
  -- matrix elements between orbitals recover the middle factor
  have hmid : ∀ M : Matrix n n ℂ, Cᴴ * S * (C * M * Cᴴ) * (S * C) = M := fun M => by
    calc _ = (Cᴴ * S * C) * M * (Cᴴ * S * C) := by simp only [mul_assoc]
      _ = M := by rw [h.orthonormal, one_mul, mul_one]
  rw [hsq]
  constructor
  · intro hK i
    have hD : D * D = D := (hmid (D * D)).symm.trans
      ((congrArg (fun M => Cᴴ * S * M * (S * C)) hK).trans (hmid D))
    simp only [D] at hD
    rw [Matrix.diagonal_mul_diagonal] at hD
    have hi := congrFun (Matrix.diagonal_injective hD) i
    have hr : p.eval (ε i) * p.eval (ε i) = p.eval (ε i) := by exact_mod_cast hi
    have h0 : p.eval (ε i) * (p.eval (ε i) - 1) = 0 := by linear_combination hr
    exact (mul_eq_zero.mp h0).imp id sub_eq_zero.mp
  · intro hp
    have hD : D * D = D := by
      simp only [D]
      rw [Matrix.diagonal_mul_diagonal]
      congr 1
      funext i
      rcases hp i with hi | hi <;> simp [hi]
    rw [hD]
```

## Two overlapping basis functions

The hypotheses are met by

$$S=\begin{pmatrix}1&1\\1&2\end{pmatrix},\quad H=\begin{pmatrix}-1&-1\\-1&0\end{pmatrix},\quad C=\begin{pmatrix}1&-1\\0&1\end{pmatrix},\quad \varepsilon=(-1,1).$$

Multiplying out,

$$SC=\begin{pmatrix}1&0\\1&1\end{pmatrix},\qquad HC=\begin{pmatrix}-1&0\\-1&1\end{pmatrix}=SCE,\qquad C^\dagger SC=1.$$

The second basis function has squared norm 2. After normalising it, the overlap is $1/\sqrt2$, the off-diagonal element of $H$ is $-1/\sqrt2$, and the energies are unchanged. The Lean proof checks both relations entry by entry.

```lean
/-- Two overlapping basis functions with an explicit Hamiltonian, orbitals and the
energies -1 and 1 satisfy the orbital relations. -/
theorem isOrbitalBasis_witness :
    IsOrbitalBasis !![1, 1; 1, 2] !![-1, -1; -1, 0] !![1, -1; 0, 1] ![-1, 1] := by
  constructor <;> ext i j <;> fin_cases i <;> fin_cases j <;>
    norm_num [Matrix.mul_apply, Fin.sum_univ_succ, Matrix.diagonal_apply,
      Matrix.conjTranspose_apply]

end

end FermiOperatorExpansion
```

```lean
#print axioms FermiOperatorExpansion.eigenvalue_real
#print axioms FermiOperatorExpansion.kernel_isHermitian
#print axioms FermiOperatorExpansion.trace_kernel_mul_overlap
#print axioms FermiOperatorExpansion.kernel_idempotent_iff
```

```
'FermiOperatorExpansion.eigenvalue_real' depends on axioms: [propext, Classical.choice, Quot.sound]
'FermiOperatorExpansion.kernel_isHermitian' depends on axioms: [propext, Classical.choice, Quot.sound]
'FermiOperatorExpansion.trace_kernel_mul_overlap' depends on axioms: [propext, Classical.choice, Quot.sound]
'FermiOperatorExpansion.kernel_idempotent_iff' depends on axioms: [propext, Classical.choice, Quot.sound]
```
